# At Fermi–Dirac filling $\nu$, the Fermi level lies in the level range shifted by $T\log(\nu/(1-\nu))$

Once the band energies have been computed on a k-point mesh, a calculation with Fermi–Dirac occupations has to find the chemical potential $\mu$, also called the Fermi level, at which the occupations add up to the right number of electrons. Bisection does this safely if it starts from an interval that contains the solution. The lowest and highest computed energies do not always form such an interval: a single level at energy $x$ with occupation $0.9$ has $\mu = x + T\log 9$, which lies above every level present. An explicit shift of both ends repairs this.

Let $e_i$ be finitely many levels, at least one, all in $[a,b]$, with weights $w_i>0$ and total weight $W=\sum_i w_i$. The index $i$ runs over bands and k-points together, and $w_i$ contains the k-point weight and any spin degeneracy. Let $T>0$ be the temperature in energy units, or equally the width of a Fermi–Dirac smearing. The filling $\nu$, with $0<\nu<1$, is the number of electrons divided by $W$, the number that the levels could hold. The claim is that

$$\sum_i \frac{w_i}{1+e^{(e_i-\mu)/T}}=\nu W \quad\Longrightarrow\quad a+s\le\mu\le b+s,\qquad s=T\log\frac{\nu}{1-\nu}.$$

For independent electrons in fixed levels, this gives an electronic-structure code a starting interval that needs no search. In a self-consistent calculation it applies to each iteration separately, with the levels of that iteration.

## From one level to the whole spectrum

Write $f(\mu,x)=1/(1+e^{(x-\mu)/T})$ for the occupation of a level at energy $x$. When $\mu$ grows, the exponential falls, so $f$ increases strictly with $\mu$. The occupation equals $\nu$ when

$$1+e^{(x-\mu)/T}=\frac1\nu,\qquad e^{(x-\mu)/T}=\frac{1-\nu}{\nu},\qquad \mu=x+T\log\frac{\nu}{1-\nu}=x+s.$$

By monotonicity, $f(\mu,x)<\nu$ exactly when $\mu<x+s$, and $f(\mu,x)>\nu$ exactly when $\mu>x+s$. The shift $s$ is the same for every level.

Now set $\mu=a+s$. Since $a\le e_i$, this is at most $e_i+s$, so every level has occupation at most $\nu$. At $\mu=b+s$ every level has occupation at least $\nu$. Let $N(\mu)=\sum_i w_i f(\mu,e_i)$ be the electron count. Multiplying by the weights and summing gives

$$N(a+s)\le\nu W\le N(b+s).$$

The count $N$ is a nonempty sum of strictly increasing functions with positive weights, so it is strictly increasing as well. If $N(\mu)=\nu W$, the order of the counts is therefore the order of their arguments, and $a+s\le\mu\le b+s$.

Suppose that two levels differ, $e_j<e_k$. At $\mu=a+s$ we have $a\le e_j<e_k$, so level $k$ is filled to less than $\nu$ while no level is filled to more. The count then falls strictly short of $\nu W$. At $\mu=b+s$, level $j$ is filled to more than $\nu$ and the count is strictly too large. Neither end can be the solution, so $\mu$ lies strictly inside.

The inequality between the counts also gives existence. $N$ is continuous, so it takes the value $\nu W$ somewhere between $a+s$ and $b+s$, and strict monotonicity allows only one such point.

Bisection evaluates $N$ at the midpoint $m$ of the current interval. If $N(m)<\nu W$, then $\mu>m$ and the upper half is kept; otherwise $\mu\le m$ and the lower half is kept. Each step halves the width, which starts at $(b+s)-(a+s)=b-a$. After $n$ steps it is $(b-a)/2^n$, whatever the temperature and the filling.

The same argument serves any smearing whose occupation is a continuous and strictly increasing function $g((\mu-x)/\sigma)$ with width $\sigma>0$, once $g(t_\nu)=\nu$ has been solved for $t_\nu$: the shift becomes $\sigma t_\nu$. For Gaussian smearing, $g(t)=\tfrac12(1+\operatorname{erf}t)$ and $t_\nu=\operatorname{erf}^{-1}(2\nu-1)$. Methfessel–Paxton occupations of order one and higher are not monotone, so the argument does not carry over to them. The Lean theorems below treat the Fermi–Dirac case alone.

## Occupation, shift, count and halving rule in Lean

```lean
import Mathlib

open Finset

namespace FermiLevelBracket

noncomputable section
```

The occupation takes its arguments in the order temperature, chemical potential, level. All energies are real numbers, and Boltzmann's constant is absorbed in `T`.

```lean
/-- Fermi-Dirac occupation of a level `x` at chemical potential `μ` and temperature `T ≠ 0`
(in energy units). -/
def fermi (T μ x : ℝ) : ℝ := 1 / (1 + Real.exp ((x - μ) / T))
```

The shift $s$ depends on temperature and filling only.

```lean
/-- The shift `T log (ν / (1 - ν))` belonging to a filling `0 < ν < 1`. -/
def fillingShift (T ν : ℝ) : ℝ := T * Real.log (ν / (1 - ν))
```

The levels and weights are functions `e` and `w` on a finite index type `ι`, which may stand for pairs of band and k-point. The weights need not be normalised. With k-point weights that sum to one, $M$ bands and a spin factor of two, for example, $W=2M$.

```lean
/-- Weighted number of electrons in the levels `e i` at chemical potential `μ`. -/
def electronCount {ι : Type*} [Fintype ι] (w e : ι → ℝ) (T μ : ℝ) : ℝ :=
  ∑ i, w i * fermi T μ (e i)
```

The halving rule is stated for an arbitrary function `N` and an arbitrary target. The pair `p` holds the lower and upper ends of the interval. If the count at the midpoint equals the target, the rule keeps the lower half, whose upper end is then the solution.

```lean
/-- One bisection step for `N μ = target`: the interval `(p.1, p.2)` is halved, and the half
is chosen by comparing `N` at the midpoint with the target. -/
def bisectStep (N : ℝ → ℝ) (target : ℝ) (p : ℝ × ℝ) : ℝ × ℝ :=
  if N ((p.1 + p.2) / 2) < target then ((p.1 + p.2) / 2, p.2) else (p.1, (p.1 + p.2) / 2)
```

## Comparing one occupation with the filling

Strict monotonicity follows the derivation by hand: a larger chemical potential makes the exponential smaller (`h1`), and taking the reciprocal of a positive denominator reverses the order.

```lean
/-- At positive temperature the occupation of a level increases strictly with the chemical
potential. -/
theorem fermi_strictMono {T : ℝ} (hT : 0 < T) (x : ℝ) :
    StrictMono (fun μ => fermi T μ x) := by
  intro μ μ' h
  show fermi T μ x < fermi T μ' x
  unfold fermi
  have h1 : Real.exp ((x - μ') / T) < Real.exp ((x - μ) / T) :=
    Real.exp_lt_exp.mpr (by gcongr)
  exact one_div_lt_one_div_of_lt (add_pos one_pos (Real.exp_pos _)) (by linarith)
```

The next lemma contains both equivalences for a single level. Its inner statement `h` is the solution of $f=\nu$, checked by substitution: the exponent at the shifted level reduces to $-\log(\nu/(1-\nu))$, the exponential becomes $(1-\nu)/\nu$, and the occupation comes out as $\nu$. Strict monotonicity, used once in each direction, then turns comparison of occupations into comparison of chemical potentials.

```lean
/-- A level is filled to less (more) than `ν` exactly when the chemical potential lies below
(above) the level shifted by `T log (ν / (1 - ν))`. -/
theorem fermi_compare {T ν : ℝ} (hT : 0 < T) (h0 : 0 < ν) (h1 : ν < 1) (μ x : ℝ) :
    (fermi T μ x < ν ↔ μ < x + fillingShift T ν) ∧
      (ν < fermi T μ x ↔ x + fillingShift T ν < μ) := by
  -- at the shifted level the occupation is exactly `ν`
  have h : fermi T (x + fillingShift T ν) x = ν := by
    unfold fermi fillingShift
    have hr : 0 < ν / (1 - ν) := div_pos h0 (by linarith)
    have hq : 0 < (1 - ν) / ν := div_pos (by linarith) h0
    have hx : (x - (x + T * Real.log (ν / (1 - ν)))) / T = -Real.log (ν / (1 - ν)) := by
      rw [div_eq_iff hT.ne']
      ring
    have hm : ν * ((1 - ν) / ν) = 1 - ν := by field_simp
    rw [hx, Real.exp_neg, Real.exp_log hr, inv_div,
      div_eq_iff (by linarith : 0 < 1 + (1 - ν) / ν).ne']
    linarith [mul_add ν 1 ((1 - ν) / ν)]
  have hl := (fermi_strictMono hT x).lt_iff_lt (a := μ) (b := x + fillingShift T ν)
  have hg := (fermi_strictMono hT x).lt_iff_lt (a := x + fillingShift T ν) (b := μ)
  simp only [h] at hl hg
  exact ⟨hl, hg⟩
```

## The bracket on the chemical potential

Since all weights are positive (`hw`), the count inherits strict monotonicity term by term. `Nonempty ι` says that there is at least one level; an empty sum would be constant.

```lean
variable {ι : Type*} [Fintype ι] {w e : ι → ℝ} {T ν a b μ : ℝ}

/-- At positive temperature the electron count increases strictly with the chemical
potential. -/
theorem electronCount_strictMono [Nonempty ι] (hw : ∀ i, 0 < w i) (hT : 0 < T) :
    StrictMono (electronCount w e T) := by
  intro μ μ' h
  unfold electronCount
  exact sum_lt_sum_of_nonempty univ_nonempty
    (fun i _ => mul_lt_mul_of_pos_left (fermi_strictMono hT (e i) h) (hw i))
```

The comparison of counts at the shifted edges is also made term by term. After $\nu W$ has been written as $\sum_i w_i\nu$, it is enough to compare each occupation with $\nu$. If a level were filled to more than $\nu$ at the lower edge, `fermi_compare` would place it below $a$, which contradicts `he`; the upper edge is handled in the same way. Nonnegative weights suffice here.

```lean
/-- For levels in `[a, b]`, the electron count is at most `ν W` at the shifted lower edge and
at least `ν W` at the shifted upper edge, where `W` is the total weight. -/
theorem electronCount_edges (hw : ∀ i, 0 ≤ w i) (hT : 0 < T) (h0 : 0 < ν) (h1 : ν < 1)
    (he : ∀ i, e i ∈ Set.Icc a b) :
    electronCount w e T (a + fillingShift T ν) ≤ ν * ∑ i, w i ∧
      ν * ∑ i, w i ≤ electronCount w e T (b + fillingShift T ν) := by
  rw [mul_comm ν, sum_mul]
  unfold electronCount
  constructor
  · refine sum_le_sum fun i _ => mul_le_mul_of_nonneg_left (not_lt.mp fun h => ?_) (hw i)
    have h2 := (fermi_compare hT h0 h1 _ _).2.mp h
    linarith [(he i).1]
  · refine sum_le_sum fun i _ => mul_le_mul_of_nonneg_left (not_lt.mp fun h => ?_) (hw i)
    have h2 := (fermi_compare hT h0 h1 _ _).1.mp h
    linarith [(he i).2]
```

The main theorem can be read as follows. Let there be at least one level, let all weights be positive (`hw`), let the temperature be positive (`hT`), let the filling lie strictly between zero and one (`h0`, `h1`), and let every level lie in the closed interval from `a` to `b` (`he`). If `μ` gives the electron count $\nu W$ (`hμ`), then $\mu-s$ lies in that interval. That $W$ is positive and that $a\le b$ need not be assumed, since both follow from the hypotheses.

The condition on the filling stands for a set of levels that is neither empty nor full. At positive temperature every occupation lies strictly between zero and one, so no finite chemical potential would give $\nu=0$ or $\nu=1$. In practice the calculation has to include enough bands to leave some room above the electrons. The theorem concerns a finite list of levels, and makes no statement about the limit of a dense k-point mesh or about zero temperature.

The proof replaces the target in the two edge inequalities by the count at `μ`, and then uses monotonicity to pass from counts to chemical potentials.

```lean
/-- Fermi level bracket: if levels in `[a, b]` hold the fraction `ν` of their total weight,
then `μ - T log (ν / (1 - ν))` lies in `[a, b]`. -/
theorem fermiLevel_mem_bracket [Nonempty ι] (hw : ∀ i, 0 < w i) (hT : 0 < T)
    (h0 : 0 < ν) (h1 : ν < 1) (he : ∀ i, e i ∈ Set.Icc a b)
    (hμ : electronCount w e T μ = ν * ∑ i, w i) :
    μ - fillingShift T ν ∈ Set.Icc a b := by
  obtain ⟨hl, hu⟩ := electronCount_edges (fun i => (hw i).le) hT h0 h1 he
  rw [← hμ] at hl hu
  -- monotonicity turns the order of the counts into the order of the chemical potentials
  have hl' := (electronCount_strictMono hw hT).le_iff_le.mp hl
  have hu' := (electronCount_strictMono hw hT).le_iff_le.mp hu
  exact ⟨by linarith, by linarith⟩
```

For the strict version, two levels `e j < e k` are given. The closed bracket is already known, so only equality at an end has to be excluded. In each case the assumed equality makes one term of the sum strictly smaller or strictly larger than its share of the target, and no other term can compensate. Level `k` supplies that term at the lower end and level `j` at the upper end.

```lean
/-- If at least two of the levels differ, `μ - T log (ν / (1 - ν))` lies strictly between
`a` and `b`. -/
theorem fermiLevel_mem_interior (hw : ∀ i, 0 < w i) (hT : 0 < T)
    (h0 : 0 < ν) (h1 : ν < 1) (he : ∀ i, e i ∈ Set.Icc a b) {j k : ι} (hjk : e j < e k)
    (hμ : electronCount w e T μ = ν * ∑ i, w i) :
    μ - fillingShift T ν ∈ Set.Ioo a b := by
  have : Nonempty ι := ⟨j⟩
  obtain ⟨hl, hu⟩ := fermiLevel_mem_bracket hw hT h0 h1 he hμ
  rw [mul_comm ν, sum_mul] at hμ
  unfold electronCount at hμ
  constructor
  · -- at the lower end the level `k` would be filled to less than `ν`, no level to more
    refine lt_of_le_of_ne hl fun h => hμ.not_lt ?_
    refine sum_lt_sum (fun i _ => mul_le_mul_of_nonneg_left (not_lt.mp fun hi => ?_) (hw i).le)
      ⟨k, mem_univ k, mul_lt_mul_of_pos_left ((fermi_compare hT h0 h1 _ _).1.mpr ?_) (hw k)⟩
    · have h2 := (fermi_compare hT h0 h1 _ _).2.mp hi
      linarith [(he i).1]
    · linarith [(he j).1]
  · refine lt_of_le_of_ne hu fun h => hμ.symm.not_lt ?_
    refine sum_lt_sum (fun i _ => mul_le_mul_of_nonneg_left (not_lt.mp fun hi => ?_) (hw i).le)
      ⟨j, mem_univ j, mul_lt_mul_of_pos_left ((fermi_compare hT h0 h1 _ _).2.mpr ?_) (hw j)⟩
    · have h2 := (fermi_compare hT h0 h1 _ _).1.mp hi
      linarith [(he i).2]
    · linarith [(he k).2]
```

With a single level and $a=b$ equal to its energy, the closed bracket shrinks to a point and gives $\mu$ exactly, so some condition of this kind is needed for the open interval.

## Existence, uniqueness and the width after $n$ halvings

The existence theorem still assumes at least one level and positive weights, but it mentions no `a` and `b`, so its proof makes its own interval: every level lies between $-\sum_j|e_j|$ and $\sum_j|e_j|$. The edge lemma shows that the count passes its target between the shifted ends, `intermediate_value_Icc` supplies the solution, and injectivity of a strictly increasing function makes it unique.

```lean
/-- For every filling `0 < ν < 1` and temperature `T > 0` there is exactly one Fermi level. -/
theorem existsUnique_fermiLevel [Nonempty ι] (hw : ∀ i, 0 < w i) (hT : 0 < T)
    (h0 : 0 < ν) (h1 : ν < 1) :
    ∃! μ, electronCount w e T μ = ν * ∑ i, w i := by
  have hS : ∀ i, |e i| ≤ ∑ j, |e j| := fun i =>
    single_le_sum (f := fun j => |e j|) (fun j _ => abs_nonneg (e j)) (mem_univ i)
  have he : ∀ i, e i ∈ Set.Icc (-∑ j, |e j|) (∑ j, |e j|) := fun i => abs_le.mp (hS i)
  have hpos : 0 ≤ ∑ j, |e j| := sum_nonneg fun j _ => abs_nonneg (e j)
  have hc : Continuous (electronCount w e T) := by
    unfold electronCount fermi
    exact continuous_finsetSum _ fun i _ => continuous_const.mul
      (Continuous.div continuous_const (by fun_prop)
        (fun μ => (add_pos one_pos (Real.exp_pos _)).ne'))
  -- the count passes through its target between the two shifted edges
  obtain ⟨μ, -, hμ⟩ := intermediate_value_Icc
    (by linarith : -∑ j, |e j| + fillingShift T ν ≤ ∑ j, |e j| + fillingShift T ν)
    hc.continuousOn (electronCount_edges (fun i => (hw i).le) hT h0 h1 he)
  exact ⟨μ, hμ, fun μ' h' => (electronCount_strictMono hw hT).injective (h'.trans hμ.symm)⟩
```

A single bisection step is treated for any strictly increasing `N`. The two cases of `split_ifs` are the two outcomes of the comparison at the midpoint. In each case monotonicity puts `μ` in the half that is kept, and a line of algebra gives the new width.

```lean
/-- For a strictly increasing `N`, a bisection step keeps the solution of `N μ = target`
enclosed and halves the interval. -/
theorem bisectStep_spec {N : ℝ → ℝ} {target : ℝ} {p : ℝ × ℝ} (hN : StrictMono N)
    (hμ : N μ = target) (hp : μ ∈ Set.Icc p.1 p.2) :
    μ ∈ Set.Icc (bisectStep N target p).1 (bisectStep N target p).2 ∧
      (bisectStep N target p).2 - (bisectStep N target p).1 = (p.2 - p.1) / 2 := by
  subst hμ
  unfold bisectStep
  split_ifs with h
  · exact ⟨⟨(hN.lt_iff_lt.mp h).le, hp.2⟩, by dsimp only; ring⟩
  · exact ⟨⟨hp.1, hN.le_iff_le.mp (not_lt.mp h)⟩, by dsimp only; ring⟩
```

The last theorem iterates the step, with `^[n]` denoting $n$ applications, from the pair $(a+s,\,b+s)$. The proof is by induction: the case of zero steps is the main theorem, and each further step uses the lemma just proved.

```lean
/-- Bisection started from the shifted edges encloses the Fermi level after `n` steps in an
interval of width `(b - a) / 2 ^ n`. -/
theorem bisection_encloses_fermiLevel [Nonempty ι] (hw : ∀ i, 0 < w i) (hT : 0 < T)
    (h0 : 0 < ν) (h1 : ν < 1) (he : ∀ i, e i ∈ Set.Icc a b)
    (hμ : electronCount w e T μ = ν * ∑ i, w i) (n : ℕ) :
    let p := (bisectStep (electronCount w e T) (ν * ∑ i, w i))^[n]
      (a + fillingShift T ν, b + fillingShift T ν)
    μ ∈ Set.Icc p.1 p.2 ∧ p.2 - p.1 = (b - a) / 2 ^ n := by
  dsimp only
  induction n with
  | zero =>
    obtain ⟨hl, hu⟩ := fermiLevel_mem_bracket hw hT h0 h1 he hμ
    simp only [Function.iterate_zero, id_eq, pow_zero, div_one]
    exact ⟨⟨by linarith, by linarith⟩, by ring⟩
  | succ n ih =>
    rw [Function.iterate_succ_apply']
    obtain ⟨h2, h3⟩ := bisectStep_spec (electronCount_strictMono hw hT) hμ ih.1
    exact ⟨h2, by rw [h3, ih.2, pow_succ, div_div]⟩

end

end FermiLevelBracket
```

To enclose the Fermi level in an interval no wider than a tolerance $\delta>0$, it is therefore enough to take $n$ with $2^n\ge(b-a)/\delta$. The theorem is about real numbers and exact evaluation of the count. In floating-point arithmetic, rounding can spoil the comparison at a midpoint where the count is very close to its target, for instance when $\mu$ lies in a gap much wider than $T$ and the count is almost flat there.

```lean
#print axioms FermiLevelBracket.fermiLevel_mem_bracket
#print axioms FermiLevelBracket.fermiLevel_mem_interior
#print axioms FermiLevelBracket.existsUnique_fermiLevel
#print axioms FermiLevelBracket.bisection_encloses_fermiLevel
```

```
'FermiLevelBracket.fermiLevel_mem_bracket' depends on axioms: [propext, Classical.choice, Quot.sound]
'FermiLevelBracket.fermiLevel_mem_interior' depends on axioms: [propext, Classical.choice, Quot.sound]
'FermiLevelBracket.existsUnique_fermiLevel' depends on axioms: [propext, Classical.choice, Quot.sound]
'FermiLevelBracket.bisection_encloses_fermiLevel' depends on axioms: [propext, Classical.choice, Quot.sound]
```
